# Six equivalent valleys fill the same k-space volume as one spherical band of mass $6^{2/3}(l\,t^2)^{1/3}$

In units with $\hbar = 1$, take a parabolic valley with positive principal masses $m_0, m_1, m_2$. The wave vectors with energy at most $E \ge 0$, measured from the valley minimum, fill the volume

$$V(E) = \frac{4\pi}{3}\,(2E)^{3/2}\sqrt{m_0 m_1 m_2}.$$

Consequently, six valleys, two per crystal axis, with mass $l > 0$ along their own axis and $t > 0$ across it, have at any $E > 0$ the same total volume as one spherical band of mass $M > 0$ exactly when $M = 6^{2/3}(l\,t^2)^{1/3}$.

## Valleys and state counting

The conduction band of silicon has six equivalent minima, and near each one the surfaces of constant energy are approximately ellipsoids. Counting states requires only the k-space volume below a given energy, so the six ellipsoids can be replaced by one sphere of equal volume. The mass of that sphere is the density-of-states mass of the six valleys together, which enters carrier statistics for non-interacting electrons in parabolic valleys. Another convention gives the name to the single-valley value $(l\,t^2)^{1/3}$ and multiplies the density of states by a separate factor of 6. With the mass used here that factor is already included and must not be applied again.

Let $q$ be the centre of a valley. Its energy is

$$\varepsilon(k) = \sum_{i=0}^{2} \frac{(k_i - q_i)^2}{2m_i},$$

and its pocket at energy $E$ is the set of $k$ with $\varepsilon(k) \le E$.

## From ellipsoid to ball

Put $x_i = (k_i - q_i)/\sqrt{m_i}$. Then $\sum_i x_i^2 = 2\varepsilon(k)$, so the pocket becomes the ball $\sum_i x_i^2 \le 2E$. Its radius is $\sqrt{2E}$ and its volume is $\frac{4\pi}{3}(2E)^{3/2}$. Since $k_i = q_i + \sqrt{m_i}\,x_i$, volumes in $k$ are $\sqrt{m_0 m_1 m_2}$ times volumes in $x$. This gives $V(E)$, and the centre $q$ has dropped out.

## Solving for the mass

For valleys labelled by $v$, with masses $m_{v,i}$, write $S = \sum_v \sqrt{m_{v,0}\, m_{v,1}\, m_{v,2}}$. A spherical band has $\sqrt{M^3} = M^{3/2}$, so equal volumes mean

$$\frac{4\pi}{3}(2E)^{3/2}\, S = \frac{4\pi}{3}(2E)^{3/2} M^{3/2}.$$

For $E > 0$ the common factor is positive and cancels, leaving $M = S^{2/3}$. The energy is gone: a mass that matches at one positive energy matches at all of them.

Each of the six valleys has mass product $l\,t^2$. Hence $S = 6\sqrt{l\,t^2}$ and $M = 6^{2/3}(l\,t^2)^{1/3}$.

## Density of states of one valley

Periodic boundary conditions allow one wave vector per $(2\pi)^3$ of k-space and unit crystal volume, and each holds two spin states. The number of states per unit crystal volume up to energy $E$ is therefore

$$N(E) = \frac{2V(E)}{(2\pi)^3} = \frac{(2E)^{3/2}\sqrt{m_0 m_1 m_2}}{3\pi^2},
\qquad
N'(E) = \frac{\sqrt{2E}\,\sqrt{m_0 m_1 m_2}}{\pi^2}.$$

## One valley, and zero energy

For a single valley the matching mass is $(m_0 m_1 m_2)^{1/3}$, the geometric mean of the three masses. At $E = 0$ each pocket shrinks to its centre and has volume zero. Every $M$ then matches, which is why the comparison requires $E > 0$ while the volume formula allows $E = 0$.

## The statement in Lean

A wave vector is a function `Fin 3 → ℝ`, with components numbered 0, 1, 2; the comments in the code call the masses m₁, m₂, m₃. `valleyEnergy m q k` is $\varepsilon(k)$, and `pocket m q E` is the set where it is at most `E`. `volume` is Lebesgue measure, with values in $[0,\infty]$, so the real formula appears inside `ENNReal.ofReal`.

- `volume_pocket` is the formula for $V(E)$.
- `sum_volume_eq_spherical_iff` is the equivalence with $M = S^{2/3}$ for any finite family of valleys.
- `six_valleys_eq_spherical_iff` labels the valleys by `Fin 3 × Bool`: an axis, and one of the two valleys on it. The masses come from `axisMass l t`.
- `hasDerivAt_stateCount` is the formula for $N'(E)$, with the factor $2/(2\pi)^3$ written into the function being differentiated.

The centres are arbitrary, and volumes are added valley by valley, so overlapping pockets would be counted more than once. The principal axes are the coordinate axes. Each valley is parabolic throughout an unbounded k-space, with no Brillouin zone boundary, and thermal occupation does not enter.

```lean
import Mathlib

open MeasureTheory
open scoped Real

namespace EllipsoidalValleys

noncomputable section

/-- Energy (with ħ = 1) of an electron of wave vector `k` in a valley centred at `q` with
nonzero principal masses `m`. -/
def valleyEnergy (m q k : Fin 3 → ℝ) : ℝ := ∑ i, (k i - q i) ^ 2 / (2 * m i)

/-- The pocket of a valley with nonzero masses `m` and centre `q`: all wave vectors whose
energy is at most `E`. -/
def pocket (m q : Fin 3 → ℝ) (E : ℝ) : Set (Fin 3 → ℝ) := {k | valleyEnergy m q k ≤ E}

/-- Masses of a valley lying on the crystal axis `a`: `l` along that axis and `t` along the
other two. -/
def axisMass (l t : ℝ) (a : Fin 3) : Fin 3 → ℝ := fun i => if i = a then l else t

/-- For `R ≥ 0`, the ball `x₁² + x₂² + x₃² ≤ R` has volume `(4π/3) R^(3/2)`. -/
theorem volume_sum_sq_le {R : ℝ} (hR : 0 ≤ R) :
    volume {x : Fin 3 → ℝ | ∑ i, x i ^ 2 ≤ R}
      = ENNReal.ofReal (4 * π / 3 * R ^ (3 / 2 : ℝ)) := by
  -- the set is the Euclidean ball of radius √R, read in coordinates
  have hset : {x : Fin 3 → ℝ | ∑ i, x i ^ 2 ≤ R}
      = (WithLp.toLp 2) ⁻¹' (Metric.closedBall (0 : EuclideanSpace ℝ (Fin 3)) (√R)) := by
    ext x
    rw [Set.mem_preimage, mem_closedBall_zero_iff, EuclideanSpace.norm_eq,
      Real.sqrt_le_sqrt_iff hR]
    simp only [Set.mem_ofPred_eq, Real.norm_eq_abs, sq_abs]
  have hpow : R ^ (3 / 2 : ℝ) = √R ^ 3 := by
    rw [Real.sqrt_eq_rpow, ← Real.rpow_natCast, ← Real.rpow_mul hR]
    norm_num
  rw [hset, (PiLp.volume_preserving_toLp (Fin 3)).measure_preimage
    Metric.isClosed_closedBall.measurableSet.nullMeasurableSet,
    EuclideanSpace.volume_closedBall_fin_three, ← ENNReal.ofReal_pow (Real.sqrt_nonneg R),
    ← ENNReal.ofReal_mul (by positivity), hpow]
  congr 1
  ring

/-- For positive masses and `E ≥ 0`, the pocket of a valley has volume
`(4π/3) (2E)^(3/2) √(m₁ m₂ m₃)`, wherever the valley is centred. -/
theorem volume_pocket {m : Fin 3 → ℝ} (hm : ∀ i, 0 < m i) (q : Fin 3 → ℝ) {E : ℝ}
    (hE : 0 ≤ E) :
    volume (pocket m q E)
      = ENNReal.ofReal (4 * π / 3 * (2 * E) ^ (3 / 2 : ℝ) * √(m 0 * m 1 * m 2)) := by
  let f : (Fin 3 → ℝ) →ₗ[ℝ] (Fin 3 → ℝ) :=
    Matrix.toLin' (Matrix.diagonal fun i => (√(m i))⁻¹)
  have hf : ∀ x i, f x i = (√(m i))⁻¹ * x i := fun x i => by
    simp only [f, Matrix.toLin'_apply, Matrix.mulVec_diagonal]
  have h0 := Real.sqrt_pos.mpr (hm 0)
  have h1 := Real.sqrt_pos.mpr (hm 1)
  have h2 := Real.sqrt_pos.mpr (hm 2)
  have hdet : LinearMap.det f = (√(m 0 * m 1 * m 2))⁻¹ := by
    simp only [f, LinearMap.det_toLin', Matrix.det_diagonal, Fin.prod_univ_three]
    rw [Real.sqrt_mul (mul_pos (hm 0) (hm 1)).le, Real.sqrt_mul (hm 0).le, mul_inv, mul_inv]
  have hP : 0 < √(m 0 * m 1 * m 2) :=
    Real.sqrt_pos.mpr (mul_pos (mul_pos (hm 0) (hm 1)) (hm 2))
  -- shifting to the valley centre and rescaling the axes turns the pocket into a ball
  have hset : pocket m q E
      = (fun k => k + -q) ⁻¹' (f ⁻¹' {x : Fin 3 → ℝ | ∑ i, x i ^ 2 ≤ 2 * E}) := by
    ext k
    have hk : ∑ i, (f (k + -q) i) ^ 2 = 2 * valleyEnergy m q k := by
      unfold valleyEnergy
      rw [Finset.mul_sum]
      refine Finset.sum_congr rfl fun i _ => ?_
      have hi := (hm i).ne'
      rw [hf, mul_pow, inv_pow, Real.sq_sqrt (hm i).le, Pi.add_apply, Pi.neg_apply,
        ← sub_eq_add_neg]
      field_simp
    simp only [pocket, Set.mem_preimage, Set.mem_ofPred_eq, hk]
    constructor <;> intro h <;> linarith
  rw [hset, measure_preimage_add_right,
    Measure.addHaar_preimage_linearMap volume (by rw [hdet]; exact (inv_pos.mpr hP).ne'),
    volume_sum_sq_le (by positivity), hdet, inv_inv, abs_of_pos hP,
    ← ENNReal.ofReal_mul hP.le]
  congr 1
  ring

/-- At an energy `E > 0`, the pockets of finitely many valleys with positive masses have the
same total volume as one spherical band of mass `M > 0` exactly when
`M = (∑ √(m₁ m₂ m₃))^(2/3)`, the sum running over the valleys. -/
theorem sum_volume_eq_spherical_iff {ι : Type*} [Fintype ι] {m : ι → Fin 3 → ℝ}
    (hm : ∀ v i, 0 < m v i) (q : ι → Fin 3 → ℝ) (p : Fin 3 → ℝ) {M E : ℝ}
    (hM : 0 < M) (hE : 0 < E) :
    ∑ v, volume (pocket (m v) (q v) E) = volume (pocket (fun _ => M) p E)
      ↔ M = (∑ v, √(m v 0 * m v 1 * m v 2)) ^ (2 / 3 : ℝ) := by
  have hS : 0 ≤ ∑ v, √(m v 0 * m v 1 * m v 2) :=
    Finset.sum_nonneg fun v _ => Real.sqrt_nonneg _
  have hC : 0 < 4 * π / 3 * (2 * E) ^ (3 / 2 : ℝ) := by positivity
  have hcube : √(M * M * M) = M ^ (3 / 2 : ℝ) := by
    rw [show M * M * M = M ^ 3 by ring, Real.sqrt_eq_rpow, ← Real.rpow_natCast,
      ← Real.rpow_mul hM.le]
    norm_num
  rw [Finset.sum_congr rfl fun v _ => volume_pocket (hm v) (q v) hE.le,
    volume_pocket (fun _ => hM) p hE.le,
    ← ENNReal.ofReal_sum_of_nonneg fun v _ => mul_nonneg hC.le (Real.sqrt_nonneg _),
    ← Finset.mul_sum,
    ENNReal.ofReal_eq_ofReal_iff (mul_nonneg hC.le hS) (mul_nonneg hC.le (Real.sqrt_nonneg _)),
    mul_right_inj' hC.ne', hcube]
  -- the energy has dropped out; it remains to solve for M
  constructor
  · intro h
    rw [h, ← Real.rpow_mul hM.le]
    norm_num
  · intro h
    rw [h, ← Real.rpow_mul hS]
    norm_num

/-- Six valleys, two on each crystal axis, with longitudinal mass `l > 0` and transverse mass
`t > 0`, have at energy `E > 0` the same total pocket volume as one spherical band of mass
`M > 0` exactly when `M = 6^(2/3) (l t²)^(1/3)`. -/
theorem six_valleys_eq_spherical_iff {l t M E : ℝ} (hl : 0 < l) (ht : 0 < t) (hM : 0 < M)
    (hE : 0 < E) (q : Fin 3 × Bool → Fin 3 → ℝ) (p : Fin 3 → ℝ) :
    ∑ v, volume (pocket (axisMass l t v.1) (q v) E) = volume (pocket (fun _ => M) p E)
      ↔ M = 6 ^ (2 / 3 : ℝ) * (l * t ^ 2) ^ (1 / 3 : ℝ) := by
  have hm : ∀ (v : Fin 3 × Bool) i, 0 < axisMass l t v.1 i := fun v i => by
    unfold axisMass
    split_ifs <;> assumption
  -- every valley has the same product of masses
  have hprod : ∀ a : Fin 3,
      axisMass l t a 0 * axisMass l t a 1 * axisMass l t a 2 = l * t ^ 2 := by
    intro a
    fin_cases a <;> simp [axisMass] <;> ring
  have hsum : ∑ v : Fin 3 × Bool,
      √(axisMass l t v.1 0 * axisMass l t v.1 1 * axisMass l t v.1 2)
        = 6 * √(l * t ^ 2) := by
    simp only [hprod, Finset.sum_const, Finset.card_univ, Fintype.card_prod,
      Fintype.card_fin, Fintype.card_bool, nsmul_eq_mul]
    norm_num
  have hroot : (6 * √(l * t ^ 2)) ^ (2 / 3 : ℝ)
      = 6 ^ (2 / 3 : ℝ) * (l * t ^ 2) ^ (1 / 3 : ℝ) := by
    rw [Real.mul_rpow (by norm_num) (Real.sqrt_nonneg _), Real.sqrt_eq_rpow,
      ← Real.rpow_mul (by positivity)]
    norm_num
  have key := sum_volume_eq_spherical_iff hm q p hM hE
  rw [hsum, hroot] at key
  exact key

/-- With two spin states per `(2π)³` of k-space, the number of states per unit crystal volume
in a valley with positive masses grows at energy `E > 0` at the rate
`√(2E) √(m₁ m₂ m₃) / π²`. -/
theorem hasDerivAt_stateCount {m : Fin 3 → ℝ} (hm : ∀ i, 0 < m i) (q : Fin 3 → ℝ) {E : ℝ}
    (hE : 0 < E) :
    HasDerivAt (fun e => 2 * (volume (pocket m q e)).toReal / (2 * π) ^ 3)
      (√(2 * E) * √(m 0 * m 1 * m 2) / π ^ 2) E := by
  have hlin : HasDerivAt (fun e : ℝ => 2 * e) (2 * 1) E := (hasDerivAt_id' E).const_mul 2
  have hpow := (hlin.rpow_const (p := 3 / 2) (Or.inr (by norm_num))).const_mul
    (2 * (4 * π / 3 * √(m 0 * m 1 * m 2)) / (2 * π) ^ 3)
  -- near E > 0 the state count is given by the closed volume formula
  refine (hpow.congr_of_eventuallyEq ?_).congr_deriv ?_
  · filter_upwards [lt_mem_nhds hE] with e he
    rw [volume_pocket hm q he.le, ENNReal.toReal_ofReal (by positivity)]
    ring
  · rw [show (3 / 2 - 1 : ℝ) = 1 / 2 by norm_num, ← Real.sqrt_eq_rpow]
    generalize √(2 * E) = a
    generalize √(m 0 * m 1 * m 2) = b
    have hpi := Real.pi_ne_zero
    field_simp
    ring

end

end EllipsoidalValleys
```

```lean
#print axioms EllipsoidalValleys.six_valleys_eq_spherical_iff
#print axioms EllipsoidalValleys.hasDerivAt_stateCount
```

```
'EllipsoidalValleys.six_valleys_eq_spherical_iff' depends on axioms: [propext, Classical.choice, Quot.sound]
'EllipsoidalValleys.hasDerivAt_stateCount' depends on axioms: [propext, Classical.choice, Quot.sound]
```

## How the lemmas follow the derivation

`volume_sum_sq_le` supplies the ball. On `Fin 3 → ℝ` Mathlib's distance is the largest coordinate difference, so a metric ball there is a cube. The proof therefore moves to `EuclideanSpace ℝ (Fin 3)` by `WithLp.toLp 2`, which preserves volume, and uses the known volume of the Euclidean ball.

In `volume_pocket`, the linear map `f` divides each coordinate by $\sqrt{m_i}$. The step `hset` writes the pocket as the preimage of the ball under a shift by $-q$ followed by `f`, and `measure_preimage_add_right` removes the shift.

In `sum_volume_eq_spherical_iff`, the sum is collected inside one `ENNReal.ofReal`, the equation is brought back to real numbers, and `mul_right_inj'` cancels the energy factor. Raising to the power $2/3$ or $3/2$ gives the two directions. The six-valley theorem applies this result: the mass product is checked axis by axis with `fin_cases`, the six equal terms are summed, and the power $2/3$ of the sum is simplified.

For the density of states, the closed formula holds for non-negative energies, hence on a neighbourhood of any $E > 0$. That is enough for `congr_of_eventuallyEq` to transfer its derivative to the state count.

## The determinant step

The proof turns on `Measure.addHaar_preimage_linearMap`. For a linear map $f$ with non-zero determinant, it says that the preimage of a set $s$ has volume $|(\det f)^{-1}|$ times that of $s$. Here $\det f = 1/\sqrt{m_0 m_1 m_2}$, so the factor is $\sqrt{m_0 m_1 m_2}$, the Jacobian of the derivation above. Because the pocket is described by a condition on $f(k - q)$, it is already a preimage, and neither an inverse map nor an integral has to be written down.
